# Among parallelepipeds of given nonzero volume, the cube has the least surface area

Among crystal cells that are parallelepipeds of a given nonzero volume, the cube has the least surface area. Being a cube is here a condition on the three edge vectors, pairwise orthogonal and equally long, with no mention of areas. For a periodic simulation box, the result singles out the cube as the shape of least total face area at fixed volume, provided that only parallelepipeds are compared.

```lean
import Mathlib

open Matrix

namespace CellSurfaceArea

noncomputable section
```

## Edges, faces and volume

Edges are real triples `Fin 3 → ℝ`, with `⬝ᵥ` the scalar and `⨯₃` the cross product. Mathlib's built-in norm on such triples is the largest absolute value of a component, so the Euclidean length \(|v|=\sqrt{v\cdot v}\) gets its own name, `len`.

```lean
/-- The Euclidean length of a vector in three-dimensional space. -/
def len (v : Fin 3 → ℝ) : ℝ := √(v ⬝ᵥ v)
```

Write \(T=a\cdot(b\times c)\). The volume is \(V=|T|\).

```lean
/-- The volume of the cell spanned by the edges `a`, `b`, `c`. -/
def cellVolume (a b c : Fin 3 → ℝ) : ℝ := |a ⬝ᵥ (b ⨯₃ c)|
```

Opposite faces have equal area, so the surface area is \(S=2(|a\times b|+|b\times c|+|c\times a|)\). These formulas for \(V\) and \(S\) are taken as definitions; their agreement with the geometric volume and area of the solid is assumed.

```lean
/-- The total area of the six faces of the cell spanned by `a`, `b`, `c`. -/
def surfaceArea (a b c : Fin 3 → ℝ) : ℝ :=
  2 * (len (a ⨯₃ b) + len (b ⨯₃ c) + len (c ⨯₃ a))
```

The cube condition also admits three zero edges, a case that linear independence will exclude.

```lean
/-- The edges `a`, `b`, `c` are pairwise orthogonal and have equal lengths. -/
def IsCube (a b c : Fin 3 → ℝ) : Prop :=
  (a ⬝ᵥ b = 0 ∧ b ⬝ᵥ c = 0 ∧ c ⬝ᵥ a = 0) ∧ len a = len b ∧ len b = len c
```

## The volume is at most the product of the edge lengths

Since \(v\cdot v\) is a sum of squares, squaring the root returns it.

```lean
/-- The squared length of a vector is its scalar product with itself. -/
theorem len_sq (v : Fin 3 → ℝ) : len v ^ 2 = v ⬝ᵥ v := by
  apply Real.sq_sqrt
  unfold dotProduct
  exact Finset.sum_nonneg fun i _ => mul_self_nonneg (v i)
```

Expanding in components gives Lagrange's identity,
\[(u\cdot v)^2+|u\times v|^2=|u|^2|v|^2 .\]

```lean
/-- Lagrange's identity: the squared scalar product and the squared length of the cross
product add up to the product of the squared lengths. -/
theorem lagrange (u v : Fin 3 → ℝ) :
    (u ⬝ᵥ v) ^ 2 + (u ⨯₃ v) ⬝ᵥ (u ⨯₃ v) = (u ⬝ᵥ u) * (v ⬝ᵥ v) := by
  simp only [dotProduct, Fin.sum_univ_three, cross_apply, Matrix.cons_val]
  ring
```

The squared determinant with rows \(a,b,c\) is the determinant of their scalar products:
\[T^2=|a|^2|b|^2|c|^2+2(a\cdot b)(b\cdot c)(c\cdot a)-|a|^2(b\cdot c)^2-|b|^2(c\cdot a)^2-|c|^2(a\cdot b)^2 .\]

```lean
/-- The squared triple product of three vectors, written in their mutual scalar products. -/
theorem gram (a b c : Fin 3 → ℝ) :
    (a ⬝ᵥ (b ⨯₃ c)) ^ 2 = (a ⬝ᵥ a) * (b ⬝ᵥ b) * (c ⬝ᵥ c)
      + 2 * (a ⬝ᵥ b) * (b ⬝ᵥ c) * (c ⬝ᵥ a) - (a ⬝ᵥ a) * (b ⬝ᵥ c) ^ 2
      - (b ⬝ᵥ b) * (c ⬝ᵥ a) ^ 2 - (c ⬝ᵥ c) * (a ⬝ᵥ b) ^ 2 := by
  simp only [dotProduct, Fin.sum_univ_three, cross_apply, Matrix.cons_val]
  ring
```

Apply Lagrange's identity to \(u\) and \(v\times w\), then to \(v\) and \(w\):
\[(u\cdot(v\times w))^2=|u|^2|v|^2|w|^2-|u|^2(v\cdot w)^2-|u\times(v\times w)|^2 .\]
Dropping the two subtracted terms gives Hadamard's inequality. If equality holds and the triple product is nonzero, then \(u\neq0\) and \(|u|^2(v\cdot w)^2=0\), so \(v\cdot w=0\). In the code, `h3` is the displayed identity.

```lean
/-- Hadamard's inequality: a cell's volume is at most the product of its edge lengths.
If the volume is nonzero and equals that product, the last two edges are orthogonal. -/
theorem hadamard (u v w : Fin 3 → ℝ) :
    cellVolume u v w ≤ len u * len v * len w ∧
      (u ⬝ᵥ (v ⨯₃ w) ≠ 0 → cellVolume u v w = len u * len v * len w → v ⬝ᵥ w = 0) := by
  unfold cellVolume
  have nn : ∀ x : Fin 3 → ℝ, 0 ≤ x ⬝ᵥ x := fun x => by
    rw [← len_sq]
    exact sq_nonneg _
  have hN := nn (u ⨯₃ (v ⨯₃ w))
  have hD := mul_nonneg (nn u) (sq_nonneg (v ⬝ᵥ w))
  -- the defect in the squared inequality is a sum of two nonnegative terms
  have h3 : (u ⬝ᵥ (v ⨯₃ w)) ^ 2 = (u ⬝ᵥ u) * (v ⬝ᵥ v) * (w ⬝ᵥ w)
      - (u ⬝ᵥ u) * (v ⬝ᵥ w) ^ 2 - (u ⨯₃ (v ⨯₃ w)) ⬝ᵥ (u ⨯₃ (v ⨯₃ w)) := by
    linear_combination lagrange u (v ⨯₃ w) + (u ⬝ᵥ u) * lagrange v w
  have hP : (len u * len v * len w) ^ 2 = (u ⬝ᵥ u) * (v ⬝ᵥ v) * (w ⬝ᵥ w) := by
    rw [mul_pow, mul_pow, len_sq, len_sq, len_sq]
  constructor
  · apply abs_le_of_sq_le_sq
    · rw [hP]
      linarith
    · exact mul_nonneg (mul_nonneg (Real.sqrt_nonneg _) (Real.sqrt_nonneg _))
        (Real.sqrt_nonneg _)
  · intro h0 h
    rw [← h, sq_abs] at hP
    have hU : u ⬝ᵥ u ≠ 0 := by
      intro hz
      apply pow_ne_zero 2 h0
      rw [hP, hz]
      ring
    have hz : (u ⬝ᵥ u) * (v ⬝ᵥ w) ^ 2 = 0 := le_antisymm (by linarith) hD
    exact (pow_eq_zero_iff two_ne_zero).mp ((mul_eq_zero.mp hz).resolve_left hU)
```

## From edges to face normals

Let \(n_1=b\times c\), \(n_2=c\times a\), \(n_3=a\times b\); their lengths are the face areas. Expanding the double cross product,
\[n_2\times n_3=(n_2\cdot b)\,a-(n_2\cdot a)\,b=T\,a,\qquad n_1\cdot(n_2\times n_3)=T^2 .\]

```lean
/-- The triple product of the three face normals is the square of the triple product
of the edges. -/
theorem face_normals_triple (a b c : Fin 3 → ℝ) :
    (b ⨯₃ c) ⬝ᵥ ((c ⨯₃ a) ⨯₃ (a ⨯₃ b)) = (a ⬝ᵥ (b ⨯₃ c)) ^ 2 := by
  simp only [dotProduct, Fin.sum_univ_three, cross_apply, Matrix.cons_val]
  ring
```

Hadamard's inequality for the normals therefore reads \(T^2\le|n_1||n_2||n_3|\). If equality holds with \(T\ne0\), the normals are pairwise orthogonal (`key`, used cyclically). Since \(Ta=n_2\times n_3\) and \(Tb=n_3\times n_1\),
\[T^2(a\cdot b)=(n_2\cdot n_3)(n_3\cdot n_1)-(n_1\cdot n_2)|n_3|^2=0 ,\]
which is `back`. So \(a\cdot b=0\), and likewise for the other pairs.

```lean
/-- If a cell has nonzero volume and the product of its three face areas equals the squared
volume, then its edges are pairwise orthogonal. -/
theorem edges_orthogonal (a b c : Fin 3 → ℝ) (h0 : a ⬝ᵥ (b ⨯₃ c) ≠ 0)
    (h : len (b ⨯₃ c) * len (c ⨯₃ a) * len (a ⨯₃ b) = (a ⬝ᵥ (b ⨯₃ c)) ^ 2) :
    a ⬝ᵥ b = 0 ∧ b ⬝ᵥ c = 0 ∧ c ⬝ᵥ a = 0 := by
  -- saturation of Hadamard's inequality makes the face normals orthogonal
  have key : ∀ x y z : Fin 3 → ℝ, x ⬝ᵥ (y ⨯₃ z) ≠ 0 →
      len (y ⨯₃ z) * len (z ⨯₃ x) * len (x ⨯₃ y) = (x ⬝ᵥ (y ⨯₃ z)) ^ 2 →
      (z ⨯₃ x) ⬝ᵥ (x ⨯₃ y) = 0 := by
    intro x y z hx hxyz
    apply (hadamard (y ⨯₃ z) (z ⨯₃ x) (x ⨯₃ y)).2
    · rw [face_normals_triple]
      exact pow_ne_zero 2 hx
    · unfold cellVolume
      rw [face_normals_triple, abs_of_nonneg (sq_nonneg _), hxyz]
  -- scalar products of edges in terms of those of face normals
  have back : ∀ x y z : Fin 3 → ℝ, (x ⬝ᵥ (y ⨯₃ z)) ^ 2 * (x ⬝ᵥ y) =
      ((z ⨯₃ x) ⬝ᵥ (x ⨯₃ y)) * ((x ⨯₃ y) ⬝ᵥ (y ⨯₃ z))
      - ((y ⨯₃ z) ⬝ᵥ (z ⨯₃ x)) * ((x ⨯₃ y) ⬝ᵥ (x ⨯₃ y)) := by
    intro x y z
    simp only [dotProduct, Fin.sum_univ_three, cross_apply, Matrix.cons_val]
    ring
  have c1 : b ⬝ᵥ (c ⨯₃ a) = a ⬝ᵥ (b ⨯₃ c) := (triple_product_permutation a b c).symm
  have c2 : c ⬝ᵥ (a ⨯₃ b) = a ⬝ᵥ (b ⨯₃ c) := triple_product_permutation c a b
  have hqr := key a b c h0 h
  have hrp := key b c a (by rw [c1]; exact h0) (by rw [c1, ← h]; ring)
  have hpq := key c a b (by rw [c2]; exact h0) (by rw [c2, ← h]; ring)
  have e1 := back a b c
  have e2 := back b c a
  have e3 := back c a b
  rw [hqr, hpq, zero_mul, zero_mul, sub_zero] at e1
  rw [c1, hrp, hqr, zero_mul, zero_mul, sub_zero] at e2
  rw [c2, hpq, hrp, zero_mul, zero_mul, sub_zero] at e3
  have hT := pow_ne_zero 2 h0
  exact ⟨(mul_eq_zero.mp e1).resolve_left hT, (mul_eq_zero.mp e2).resolve_left hT,
    (mul_eq_zero.mp e3).resolve_left hT⟩
```

## Arithmetic and geometric means

For \(x,y,z\ge0\) and \(s=x+y+z\),
\[\begin{aligned}s^3-27xyz={}&\tfrac12 s\,[(x-y)^2+(y-z)^2+(z-x)^2]\\&+3\,[x(y-z)^2+y(z-x)^2+z(x-y)^2]\ge0 .\end{aligned}\]
At equality every term vanishes. If \(s>0\), then \(x=y=z\); if \(s=0\), all three are zero. The code supplies the nonnegativity of these six terms, without their constant factors, to `nlinarith`.

```lean
/-- The inequality of arithmetic and geometric means for three nonnegative numbers,
where equality forces the numbers to coincide. -/
theorem am_gm (x y z : ℝ) (hx : 0 ≤ x) (hy : 0 ≤ y) (hz : 0 ≤ z) :
    27 * (x * y * z) ≤ (x + y + z) ^ 3 ∧
      ((x + y + z) ^ 3 = 27 * (x * y * z) → x = y ∧ y = z) := by
  have hs : 0 ≤ x + y + z := by positivity
  have s1 := mul_nonneg hs (sq_nonneg (x - y))
  have s2 := mul_nonneg hs (sq_nonneg (y - z))
  have s3 := mul_nonneg hs (sq_nonneg (z - x))
  have t1 := mul_nonneg hx (sq_nonneg (y - z))
  have t2 := mul_nonneg hy (sq_nonneg (z - x))
  have t3 := mul_nonneg hz (sq_nonneg (x - y))
  refine ⟨by nlinarith, fun h => ?_⟩
  rcases hs.eq_or_lt with h0 | hpos
  · constructor <;> linarith
  · have z1 : (x + y + z) * (x - y) ^ 2 = 0 := le_antisymm (by nlinarith) s1
    have z2 : (x + y + z) * (y - z) ^ 2 = 0 := le_antisymm (by nlinarith) s2
    have r1 := (pow_eq_zero_iff two_ne_zero).mp ((mul_eq_zero.mp z1).resolve_left hpos.ne')
    have r2 := (pow_eq_zero_iff two_ne_zero).mp ((mul_eq_zero.mp z2).resolve_left hpos.ne')
    exact ⟨sub_eq_zero.mp r1, sub_eq_zero.mp r2⟩
```

## The cube and the bound

For a cube of edge \(L\), Lagrange's identity gives each face area \(L^2\), and the formula for \(T^2\) gives \(T^2=L^6\). Hence \(V=L^3\) and \(S=6L^2\).

```lean
/-- A cube has the third power of its edge length as volume and six times the square of
its edge length as surface area. -/
theorem cube_volume_area (a b c : Fin 3 → ℝ) (h : IsCube a b c) :
    cellVolume a b c = len a ^ 3 ∧ surfaceArea a b c = 6 * len a ^ 2 := by
  obtain ⟨⟨hab, hbc, hca⟩, h1, h2⟩ := h
  have hb : len b = len a := h1.symm
  have hc : len c = len a := (h1.trans h2).symm
  have hL : 0 ≤ len a := Real.sqrt_nonneg _
  have face : ∀ u v : Fin 3 → ℝ, u ⬝ᵥ v = 0 → len u = len a → len v = len a →
      len (u ⨯₃ v) = len a ^ 2 := by
    intro u v huv hu hv
    apply (pow_left_inj₀ (Real.sqrt_nonneg _) (sq_nonneg _) two_ne_zero).mp
    have l := lagrange u v
    rw [huv, ← len_sq u, ← len_sq v, hu, hv] at l
    change len (u ⨯₃ v) ^ 2 = (len a ^ 2) ^ 2
    rw [len_sq (u ⨯₃ v)]
    linear_combination l
  constructor
  · apply (pow_left_inj₀ (abs_nonneg _) (pow_nonneg hL 3) two_ne_zero).mp
    rw [sq_abs, gram, hab, hbc, hca, ← len_sq a, ← len_sq b, ← len_sq c, hb, hc]
    ring
  · unfold surfaceArea
    rw [face a b hab rfl hb, face b c hbc hb hc, face c a hca hc rfl]
    ring
```

For arbitrary edges, set \(x=|a\times b|\), \(y=|b\times c|\), \(z=|c\times a|\). Then
\[27V^2\le27xyz\le(x+y+z)^3=(S/2)^3,\]
and cube roots give \(S\ge6V^{2/3}\). Lean takes the root by contradiction, cubing the opposite strict inequality.

Linear independence makes the determinant \(T\) nonzero. If \(S=6V^{2/3}\), both inequalities above are equalities, so the edges are orthogonal and \(x=y=z\). Lagrange's identity turns this into \(|a|^2|b|^2=|b|^2|c|^2=|c|^2|a|^2\), and cancelling nonzero factors gives equal lengths. Conversely, a cube has \(6V^{2/3}=6L^2=S\).

The theorem accordingly states the bound for all edges, and the equivalence between equality and `IsCube` for linearly independent ones.

```lean
/-- The surface area of a cell is at least six times the two-thirds power of its volume.
For linearly independent edges, equality holds if and only if the cell is a cube. -/
theorem surface_area_bound (a b c : Fin 3 → ℝ) :
    6 * cellVolume a b c ^ (2 / 3 : ℝ) ≤ surfaceArea a b c ∧
      (LinearIndependent ℝ ![a, b, c] →
        (surfaceArea a b c = 6 * cellVolume a b c ^ (2 / 3 : ℝ) ↔ IsCube a b c)) := by
  have hV : 0 ≤ cellVolume a b c := abs_nonneg _
  have ht : 0 ≤ cellVolume a b c ^ (2 / 3 : ℝ) := Real.rpow_nonneg hV _
  have ht3 : (cellVolume a b c ^ (2 / 3 : ℝ)) ^ 3 = cellVolume a b c ^ 2 := by
    rw [← Real.rpow_mul_natCast hV,
      show (2 / 3 : ℝ) * ((3 : ℕ) : ℝ) = ((2 : ℕ) : ℝ) by norm_num, Real.rpow_natCast]
  have hT : cellVolume a b c ^ 2 = (a ⬝ᵥ (b ⨯₃ c)) ^ 2 := sq_abs _
  have hS : surfaceArea a b c =
      2 * (len (a ⨯₃ b) + len (b ⨯₃ c) + len (c ⨯₃ a)) := rfl
  -- the squared volume is at most the product of the face areas
  have hp := (hadamard (b ⨯₃ c) (c ⨯₃ a) (a ⨯₃ b)).1
  unfold cellVolume at hp
  rw [face_normals_triple, abs_of_nonneg (sq_nonneg _)] at hp
  obtain ⟨hm, hmeq⟩ := am_gm (len (a ⨯₃ b)) (len (b ⨯₃ c)) (len (c ⨯₃ a))
    (Real.sqrt_nonneg _) (Real.sqrt_nonneg _) (Real.sqrt_nonneg _)
  constructor
  · by_contra hlt
    have hlt' : len (a ⨯₃ b) + len (b ⨯₃ c) + len (c ⨯₃ a)
        < 3 * cellVolume a b c ^ (2 / 3 : ℝ) := by linarith [not_le.mp hlt]
    have h3 := pow_lt_pow_left₀ hlt' (add_nonneg (add_nonneg (Real.sqrt_nonneg _)
      (Real.sqrt_nonneg _)) (Real.sqrt_nonneg _)) (three_ne_zero)
    rw [mul_pow, ht3, hT] at h3
    linarith
  · intro hli
    have h0 : a ⬝ᵥ (b ⨯₃ c) ≠ 0 := by
      rw [triple_product_eq_det]
      have hu : IsUnit (Matrix.of ![a, b, c]) :=
        Matrix.linearIndependent_rows_iff_isUnit.mp hli
      exact ((Matrix.isUnit_iff_isUnit_det _).mp hu).ne_zero
    constructor
    · intro heq
      have hsum : len (a ⨯₃ b) + len (b ⨯₃ c) + len (c ⨯₃ a)
          = 3 * cellVolume a b c ^ (2 / 3 : ℝ) := by linarith
      have h3 : (len (a ⨯₃ b) + len (b ⨯₃ c) + len (c ⨯₃ a)) ^ 3
          = 27 * (a ⬝ᵥ (b ⨯₃ c)) ^ 2 := by
        rw [hsum, mul_pow, ht3, hT]
        norm_num
      -- both inequalities are saturated
      obtain ⟨hxy, hyz⟩ := hmeq (by linarith)
      obtain ⟨hab, hbc, hca⟩ := edges_orthogonal a b c h0 (by linarith)
      have g := gram a b c
      have hC : c ⬝ᵥ c ≠ 0 := by
        intro hz
        apply pow_ne_zero 2 h0
        rw [g, hz, hab, hbc, hca]
        ring
      have hB : b ⬝ᵥ b ≠ 0 := by
        intro hz
        apply pow_ne_zero 2 h0
        rw [g, hz, hab, hbc, hca]
        ring
      have l1 := lagrange a b
      have l2 := lagrange b c
      have l3 := lagrange c a
      rw [hab, ← len_sq (a ⨯₃ b), hxy] at l1
      rw [hbc, ← len_sq (b ⨯₃ c)] at l2
      rw [hca, ← len_sq (c ⨯₃ a), ← hyz] at l3
      have eAB : a ⬝ᵥ a = b ⬝ᵥ b :=
        mul_left_cancel₀ hC (by linear_combination l2 - l3)
      have eAC : a ⬝ᵥ a = c ⬝ᵥ c :=
        mul_left_cancel₀ hB (by linear_combination l2 - l1)
      refine ⟨⟨hab, hbc, hca⟩, ?_, ?_⟩
      · unfold len
        rw [eAB]
      · unfold len
        rw [← eAB, eAC]
    · intro hcube
      obtain ⟨hv, hs⟩ := cube_volume_area a b c hcube
      have hroot : cellVolume a b c ^ (2 / 3 : ℝ) = len a ^ 2 := by
        apply (pow_left_inj₀ ht (sq_nonneg _) three_ne_zero).mp
        rw [ht3, hv]
        ring
      rw [hs, hroot]

end

end CellSurfaceArea
```

```lean
#print axioms CellSurfaceArea.cube_volume_area
#print axioms CellSurfaceArea.surface_area_bound
```

```
'CellSurfaceArea.cube_volume_area' depends on axioms: [propext, Classical.choice, Quot.sound]
'CellSurfaceArea.surface_area_bound' depends on axioms: [propext, Classical.choice, Quot.sound]
```

## A box of edges 1, 2, 4, and a collapsed cell

Orthogonal edges of lengths 1, 2 and 4 give \(V=8\) and \(S=2(2+8+4)=28\), above the bound \(6\cdot8^{2/3}=24\). The cube of edge 2 has the same volume and attains 24.

Without linear independence the equality criterion can fail: for \(a=b=c=(1,0,0)\), both \(S\) and \(V\) vanish, so equality holds, yet the edges are not orthogonal. The criterion fails for any edges that are all parallel and not all zero: \(S\) and \(V\) vanish, but the edges cannot be both pairwise orthogonal and equally long. Coplanar edges that are not all parallel have \(V=0\) and \(S>0\), so they do not give equality.
